# Diagonalising a two-mode pairing Hamiltonian by a real Bogoliubov transformation

Let $a_1,a_2$ be two fermionic annihilators with creators $c_i=a_i^*$, and let $n_i=c_ia_i$. If real numbers $u,v,E,x,D$ satisfy
$$u^2+v^2=1,\qquad E(u^2-v^2)=x,\qquad 2Euv=D,$$
then, with $\gamma_1=ua_1-vc_2$ and $\gamma_2=ua_2+vc_1$,
$$H:=x(n_1+n_2)-D(c_1c_2+a_2a_1)=E(\gamma_1^*\gamma_1+\gamma_2^*\gamma_2)+x-E.$$

## One pair of modes in mean-field superconductivity

Up to an additive constant, $H$ is the block for one pair of modes in mean-field BCS theory: $x$ is the single-particle energy, equal for both modes and measured from the chemical potential, and $D$ is a real pair potential (the gap parameter), given here and not determined self-consistently. The pairing term changes the particle number by two. For $D\neq0$ it mixes the empty and the doubly occupied state, while the singly occupied states remain eigenstates with energy $x$.

## Normal ordering the quasiparticle number

The anticommutation relations are $a_i^2=0$, $a_1a_2+a_2a_1=0$, $a_ic_i+c_ia_i=1$, $a_1c_2+c_2a_1=0$, and their adjoints. They give
$$\gamma_1^*\gamma_1=(uc_1-va_2)(ua_1-vc_2)=u^2n_1-uv(c_1c_2+a_2a_1)+v^2(1-n_2),$$
$$\gamma_2^*\gamma_2=(uc_2+va_1)(ua_2+vc_1)=u^2n_2-uv(c_1c_2+a_2a_1)+v^2(1-n_1).$$
Add these and multiply by $E$. The result is $H+2Ev^2$, and $2Ev^2=E-E(u^2-v^2)=E-x$.

Suitable $u,v$ always exist: write $(x,D)=E(\cos2t,\sin2t)$ with $E=\sqrt{x^2+D^2}$, and take $u=\cos t$, $v=\sin t$.

## The conditions on $x$ and $D$ are forced

Moving operators past each other gives
$$[H,a_1]=-xa_1+Dc_2,\qquad [H,c_2]=xc_2+Da_1,$$
hence
$$[H,\gamma_1]+E\gamma_1=p\,a_1+q\,c_2,\quad p=Eu-xu-Dv,\quad q=Du-xv-Ev.$$
Keep $u^2+v^2=1$ and ask that $\gamma_1$ lower the energy by $E$, that is $[H,\gamma_1]=-E\gamma_1$. Then $p\,a_1+q\,c_2$ vanishes; anticommuting it with $c_1$ gives $p=0$, and with $a_2$ gives $q=0$. Then $up+vq=0$ reads $E(u^2-v^2)=x$, and $vp-uq=0$ reads $2Euv=D$. Conversely, substituting these two conditions gives $p=q=0$.

## The paired state

Let $B=u+vc_1c_2$. Since $a_1c_1c_2=c_2+c_1c_2a_1$ and $c_2c_1c_2=0$,
$$\gamma_1B=u^2a_1+uv(c_2+c_1c_2a_1)-uvc_2=uBa_1.$$
Likewise $a_2c_1c_2=-c_1+c_1c_2a_2$ gives $\gamma_2B=uBa_2$. If $a_1\psi=a_2\psi=0$, both $\gamma_i$ annihilate $B\psi$, so $HB\psi=(x-E)B\psi$.

For $\psi\neq0$ this vector is nonzero: $a_2a_1B\psi=v\psi$, so $B\psi=0$ would force $v=0$, then $u=0$, against $u^2+v^2=1$.

No sign of $E$ was used. Replacing $(u,v,E)$ by $(-v,u,-E)$ preserves all three conditions, so the same argument makes $(-v+uc_1c_2)\psi$ an eigenvector with energy $x+E$.

## Reading the formal statement

`A` is a ring with a star operation and real scalars, of any dimension; complex operator algebras are included. `IsCARPair` is the set of anticommutation relations, and `star a₁` is $c_1$. `StarModule ℝ A` says that real scalars pass through the adjoint. `Nontrivial A`, used to deduce $p=q=0$ when $[H,\gamma_1]+E\gamma_1$ vanishes, excludes the zero algebra. States are vectors of a module `M` on which `A` acts, and the vacuum `ψ` is a hypothesis.

Complex $D$ and more than two modes are not treated. That the $\gamma_i$ themselves obey the anticommutation relations, which justifies calling them fermions, is a short computation left to the reader.

In Lean 4 with Mathlib:

```lean
import Mathlib

open Matrix

namespace TwoModePairing

noncomputable section

/-- Two fermionic modes: annihilators `a₁`, `a₂` whose adjoints are the creators, subject to
the canonical anticommutation relations. -/
structure IsCARPair {A : Type*} [Ring A] [StarRing A] (a₁ a₂ : A) : Prop where
  sq1 : a₁ * a₁ = 0
  sq2 : a₂ * a₂ = 0
  anti : a₁ * a₂ + a₂ * a₁ = 0
  num1 : a₁ * star a₁ + star a₁ * a₁ = 1
  num2 : a₂ * star a₂ + star a₂ * a₂ = 1
  mix : a₁ * star a₂ + star a₂ * a₁ = 0

variable {A : Type*} [Ring A] [StarRing A] [Algebra ℝ A] {a₁ a₂ : A} {x D u v E : ℝ}

/-- The pairing Hamiltonian `x (n₁ + n₂) - D (c₁ c₂ + a₂ a₁)`. -/
def pairingH (x D : ℝ) (a₁ a₂ : A) : A :=
  x • (star a₁ * a₁ + star a₂ * a₂) - D • (star a₁ * star a₂ + a₂ * a₁)

/-- The first quasiparticle annihilator `u a₁ - v c₂`. -/
def gamma1 (u v : ℝ) (a₁ a₂ : A) : A := u • a₁ - v • star a₂

/-- The second quasiparticle annihilator `u a₂ + v c₁`. -/
def gamma2 (u v : ℝ) (a₁ a₂ : A) : A := u • a₂ + v • star a₁

/-- The operator `u + v c₁ c₂`. -/
def pairOp (u v : ℝ) (a₁ a₂ : A) : A := u • (1 : A) + v • (star a₁ * star a₂)

omit [Algebra ℝ A] in
/-- The creators of the two modes anticommute. -/
theorem IsCARPair.creators (h : IsCARPair a₁ a₂) :
    star a₂ * star a₁ + star a₁ * star a₂ = 0 := by
  simpa only [star_add, star_mul, star_zero] using congrArg star h.anti

/-- **Bogoliubov diagonalisation**: if `u² + v² = 1`, `E (u² - v²) = x` and `2 E u v = D`, the
pairing Hamiltonian equals `E (γ₁* γ₁ + γ₂* γ₂) + (x - E)`. -/
theorem pairingH_diagonal [StarModule ℝ A] (h : IsCARPair a₁ a₂) (huv : u ^ 2 + v ^ 2 = 1)
    (hx : E * (u ^ 2 - v ^ 2) = x) (hD : 2 * E * u * v = D) :
    pairingH x D a₁ a₂ =
      E • (star (gamma1 u v a₁ a₂) * gamma1 u v a₁ a₂
        + star (gamma2 u v a₁ a₂) * gamma2 u v a₁ a₂) + (x - E) • (1 : A) := by
  -- normal ordering of the quasiparticle number
  have number : star (gamma1 u v a₁ a₂) * gamma1 u v a₁ a₂
      + star (gamma2 u v a₁ a₂) * gamma2 u v a₁ a₂
      = (u ^ 2 - v ^ 2) • (star a₁ * a₁ + star a₂ * a₂)
        - (2 * u * v) • (star a₁ * star a₂ + a₂ * a₁) + (2 * v ^ 2) • (1 : A) := by
    simp only [gamma1, gamma2, star_sub, star_add, star_smul, star_star, star_trivial,
      mul_add, add_mul, mul_sub, sub_mul, smul_mul_assoc, mul_smul_comm]
    rw [eq_sub_of_add_eq h.num1, eq_sub_of_add_eq h.num2, eq_neg_of_add_eq_zero_left h.anti,
      eq_neg_of_add_eq_zero_left h.creators]
    module
  have hv : v ^ 2 = 1 - u ^ 2 := by linarith
  rw [number, pairingH, ← hx, ← hD, hv]
  module

/-- For all real `x` and `D` some normalised `u`, `v` bring the pairing Hamiltonian to
diagonal form with quasiparticle energy `√(x² + D²)`. -/
theorem exists_diagonal [StarModule ℝ A] (h : IsCARPair a₁ a₂) (x D : ℝ) :
    ∃ u v : ℝ, u ^ 2 + v ^ 2 = 1 ∧ pairingH x D a₁ a₂ =
      √(x ^ 2 + D ^ 2) • (star (gamma1 u v a₁ a₂) * gamma1 u v a₁ a₂
        + star (gamma2 u v a₁ a₂) * gamma2 u v a₁ a₂)
        + (x - √(x ^ 2 + D ^ 2)) • (1 : A) := by
  -- half the polar angle of the point `(x, D)`
  obtain ⟨t, ht⟩ : ∃ t : ℝ, Complex.arg ⟨x, D⟩ = 2 * t :=
    ⟨Complex.arg ⟨x, D⟩ / 2, by ring⟩
  have hn : x ^ 2 + D ^ 2 = ‖(⟨x, D⟩ : ℂ)‖ ^ 2 := by
    rw [Complex.sq_norm, Complex.normSq_apply]
    show x ^ 2 + D ^ 2 = x * x + D * D
    ring
  have hE : √(x ^ 2 + D ^ 2) = ‖(⟨x, D⟩ : ℂ)‖ := by
    rw [hn, Real.sqrt_sq (norm_nonneg _)]
  have hc : ‖(⟨x, D⟩ : ℂ)‖ * Real.cos (Complex.arg ⟨x, D⟩) = x :=
    Complex.norm_mul_cos_arg _
  have hs : ‖(⟨x, D⟩ : ℂ)‖ * Real.sin (Complex.arg ⟨x, D⟩) = D :=
    Complex.norm_mul_sin_arg _
  rw [ht, ← hE, Real.cos_two_mul] at hc
  rw [ht, ← hE, Real.sin_two_mul] at hs
  have h1 := Real.cos_sq_add_sin_sq t
  refine ⟨Real.cos t, Real.sin t, h1, pairingH_diagonal h h1 ?_ ?_⟩
  · linear_combination hc - √(x ^ 2 + D ^ 2) * h1
  · linear_combination hs

/-- Commutator of the pairing Hamiltonian with the annihilator `a₁`. -/
theorem commutator_a1 (h : IsCARPair a₁ a₂) :
    pairingH x D a₁ a₂ * a₁ - a₁ * pairingH x D a₁ a₂ = -(x • a₁) + D • star a₂ := by
  have k1 : star a₁ * a₁ * a₁ - a₁ * (star a₁ * a₁) = -a₁ := by
    linear_combination (norm := noncomm_ring) 2 * star a₁ * h.sq1 - h.num1 * a₁
  have k2 : star a₂ * a₂ * a₁ - a₁ * (star a₂ * a₂) = 0 := by
    linear_combination (norm := noncomm_ring) star a₂ * h.anti - h.mix * a₂
  have k3 : star a₁ * star a₂ * a₁ - a₁ * (star a₁ * star a₂) = -star a₂ := by
    linear_combination (norm := noncomm_ring) star a₁ * h.mix - h.num1 * star a₂
  have k4 : a₂ * a₁ * a₁ - a₁ * (a₂ * a₁) = 0 := by
    linear_combination (norm := noncomm_ring) 2 * a₂ * h.sq1 - h.anti * a₁
  simp only [pairingH, mul_add, add_mul, mul_sub, sub_mul, smul_mul_assoc, mul_smul_comm]
  linear_combination (norm := module) x • k1 + x • k2 - D • k3 - D • k4

/-- Commutator of the pairing Hamiltonian with the creator `c₂`. -/
theorem commutator_c2 (h : IsCARPair a₁ a₂) :
    pairingH x D a₁ a₂ * star a₂ - star a₂ * pairingH x D a₁ a₂ = x • star a₂ + D • a₁ := by
  have s2 : star a₂ * star a₂ = 0 := by rw [← star_mul, h.sq2, star_zero]
  have m1 : star a₁ * a₁ * star a₂ - star a₂ * (star a₁ * a₁) = 0 := by
    linear_combination (norm := noncomm_ring) star a₁ * h.mix - h.creators * a₁
  have m2 : star a₂ * a₂ * star a₂ - star a₂ * (star a₂ * a₂) = star a₂ := by
    linear_combination (norm := noncomm_ring) star a₂ * h.num2 - 2 * s2 * a₂
  have m3 : star a₁ * star a₂ * star a₂ - star a₂ * (star a₁ * star a₂) = 0 := by
    linear_combination (norm := noncomm_ring) 2 * star a₁ * s2 - h.creators * star a₂
  have m4 : a₂ * a₁ * star a₂ - star a₂ * (a₂ * a₁) = -a₁ := by
    linear_combination (norm := noncomm_ring) a₂ * h.mix - h.num2 * a₁
  simp only [pairingH, mul_add, add_mul, mul_sub, sub_mul, smul_mul_assoc, mul_smul_comm]
  linear_combination (norm := module) x • m1 + x • m2 - D • m3 - D • m4

/-- For normalised `u`, `v`, the operator `γ₁` lowers the energy by `E`, that is
`[H, γ₁] = -E γ₁`, exactly when `E (u² - v²) = x` and `2 E u v = D`. -/
theorem lowers_energy_iff [Nontrivial A] (h : IsCARPair a₁ a₂) (huv : u ^ 2 + v ^ 2 = 1) :
    pairingH x D a₁ a₂ * gamma1 u v a₁ a₂ - gamma1 u v a₁ a₂ * pairingH x D a₁ a₂
        = -(E • gamma1 u v a₁ a₂) ↔
      E * (u ^ 2 - v ^ 2) = x ∧ 2 * E * u * v = D := by
  have key : pairingH x D a₁ a₂ * gamma1 u v a₁ a₂ - gamma1 u v a₁ a₂ * pairingH x D a₁ a₂
      + E • gamma1 u v a₁ a₂
      = (E * u - x * u - D * v) • a₁ + (D * u - x * v - E * v) • star a₂ := by
    simp only [gamma1, mul_sub, sub_mul, smul_mul_assoc, mul_smul_comm]
    linear_combination (norm := module)
      u • commutator_a1 (x := x) (D := D) h - v • commutator_c2 (x := x) (D := D) h
  -- `a₁` and `c₂` are linearly independent: anticommute with `c₁` and with `a₂`
  have indep : ∀ r s : ℝ, r • a₁ + s • star a₂ = 0 → r = 0 ∧ s = 0 := by
    intro r s h0
    have e1 : r • (1 : A) = (r • a₁ + s • star a₂) * star a₁
        + star a₁ * (r • a₁ + s • star a₂) := by
      simp only [mul_add, add_mul, smul_mul_assoc, mul_smul_comm]
      linear_combination (norm := module) (-r) • h.num1 - s • h.creators
    have e2 : s • (1 : A) = (r • a₁ + s • star a₂) * a₂
        + a₂ * (r • a₁ + s • star a₂) := by
      simp only [mul_add, add_mul, smul_mul_assoc, mul_smul_comm]
      linear_combination (norm := module) (-r) • h.anti - s • h.num2
    rw [h0, zero_mul, mul_zero, add_zero] at e1 e2
    exact ⟨(smul_eq_zero.mp e1).resolve_right one_ne_zero,
      (smul_eq_zero.mp e2).resolve_right one_ne_zero⟩
  rw [eq_neg_iff_add_eq_zero, key]
  constructor
  · intro h0
    obtain ⟨p, q⟩ := indep _ _ h0
    exact ⟨by linear_combination u * p + v * q + x * huv,
      by linear_combination v * p - u * q + D * huv⟩
  · rintro ⟨hx, hD⟩
    have p : E * u - x * u - D * v = 0 := by
      linear_combination u * hx + v * hD - E * u * huv
    have q : D * u - x * v - E * v = 0 := by
      linear_combination v * hx - u * hD + E * v * huv
    rw [p, q, zero_smul, zero_smul, add_zero]

/-- Both quasiparticle annihilators pass through `u + v c₁ c₂` and become `u a₁` and `u a₂`. -/
theorem gamma_mul_pairOp (h : IsCARPair a₁ a₂) :
    gamma1 u v a₁ a₂ * pairOp u v a₁ a₂ = u • (pairOp u v a₁ a₂ * a₁) ∧
    gamma2 u v a₁ a₂ * pairOp u v a₁ a₂ = u • (pairOp u v a₁ a₂ * a₂) := by
  have s1 : star a₁ * star a₁ = 0 := by rw [← star_mul, h.sq1, star_zero]
  have s2 : star a₂ * star a₂ = 0 := by rw [← star_mul, h.sq2, star_zero]
  have mx : a₂ * star a₁ + star a₁ * a₂ = 0 := by
    simpa only [star_add, star_mul, star_star, star_zero] using congrArg star h.mix
  have w1 : a₁ * (star a₁ * star a₂) = star a₂ + star a₁ * star a₂ * a₁ := by
    linear_combination (norm := noncomm_ring) h.num1 * star a₂ - star a₁ * h.mix
  have w2 : star a₂ * (star a₁ * star a₂) = 0 := by
    linear_combination (norm := noncomm_ring) h.creators * star a₂ - star a₁ * s2
  have w3 : a₂ * (star a₁ * star a₂) = -star a₁ + star a₁ * star a₂ * a₂ := by
    linear_combination (norm := noncomm_ring) mx * star a₂ - star a₁ * h.num2
  have w4 : star a₁ * (star a₁ * star a₂) = 0 := by rw [← mul_assoc, s1, zero_mul]
  simp only [gamma1, gamma2, pairOp, mul_add, add_mul, sub_mul, smul_mul_assoc,
    mul_smul_comm, mul_one, one_mul]
  constructor
  · linear_combination (norm := module) (u * v) • w1 - (v * v) • w2
  · linear_combination (norm := module) (u * v) • w3 + (v * v) • w4

/-- Let `u² + v² = 1`, `E (u² - v²) = x` and `2 E u v = D`. If `a₁` and `a₂` annihilate the nonzero
vector `ψ`, then `(u + v c₁ c₂) ψ` is a nonzero eigenvector of the pairing Hamiltonian with energy
`x - E`. -/
theorem paired_state [StarModule ℝ A] {M : Type*} [AddCommGroup M] [Module ℝ M] [Module A M]
    [IsScalarTower ℝ A M] (h : IsCARPair a₁ a₂) (huv : u ^ 2 + v ^ 2 = 1)
    (hx : E * (u ^ 2 - v ^ 2) = x) (hD : 2 * E * u * v = D)
    {ψ : M} (hψ : ψ ≠ 0) (h1 : a₁ • ψ = 0) (h2 : a₂ • ψ = 0) :
    pairOp u v a₁ a₂ • ψ ≠ 0 ∧
      pairingH x D a₁ a₂ • (pairOp u v a₁ a₂ • ψ) = (x - E) • (pairOp u v a₁ a₂ • ψ) := by
  constructor
  · intro h0
    have h0' : u • ψ + v • ((star a₁ * star a₂) • ψ) = 0 := by
      simpa only [pairOp, add_smul, smul_assoc, one_smul] using h0
    -- removing the pair again returns `ψ`
    have q : a₂ * a₁ * (star a₁ * star a₂)
        = 1 - star a₂ * a₂ + a₂ * star a₁ * star a₂ * a₁ := by
      linear_combination (norm := noncomm_ring)
        a₂ * h.num1 * star a₂ - a₂ * star a₁ * h.mix + h.num2
    have hp : (a₂ * a₁) • ((star a₁ * star a₂) • ψ) = ψ := by
      rw [← mul_smul, q, add_smul, sub_smul, one_smul, mul_smul (star a₂) a₂ ψ, h2,
        mul_smul (a₂ * star a₁ * star a₂) a₁ ψ, h1, smul_zero, smul_zero, sub_zero, add_zero]
    have t := congrArg (fun m => (a₂ * a₁) • m) h0'
    simp only [smul_add, smul_zero] at t
    rw [smul_comm (a₂ * a₁) u ψ, smul_comm (a₂ * a₁) v ((star a₁ * star a₂) • ψ), hp,
      mul_smul a₂ a₁ ψ, h1, smul_zero, smul_zero, zero_add] at t
    have hv : v = 0 := (smul_eq_zero.mp t).resolve_right hψ
    rw [hv, zero_smul, add_zero] at h0'
    have hu : u = 0 := (smul_eq_zero.mp h0').resolve_right hψ
    rw [hu, hv] at huv
    norm_num at huv
  · have z1 : gamma1 u v a₁ a₂ • (pairOp u v a₁ a₂ • ψ) = 0 := by
      rw [← mul_smul, (gamma_mul_pairOp h).1, smul_assoc, mul_smul, h1, smul_zero, smul_zero]
    have z2 : gamma2 u v a₁ a₂ • (pairOp u v a₁ a₂ • ψ) = 0 := by
      rw [← mul_smul, (gamma_mul_pairOp h).2, smul_assoc, mul_smul, h2, smul_zero, smul_zero]
    rw [pairingH_diagonal h huv hx hD]
    simp only [add_smul, smul_assoc, mul_smul, z1, z2, smul_zero, add_zero, zero_add, one_smul]

/-- Two explicit complex four-by-four matrices satisfy the anticommutation relations. -/
theorem isCARPair_witness :
    IsCARPair (!![0, 0, 1, 0; 0, 0, 0, 1; 0, 0, 0, 0; 0, 0, 0, 0] : Matrix (Fin 4) (Fin 4) ℂ)
      !![0, 1, 0, 0; 0, 0, 0, 0; 0, 0, 0, -1; 0, 0, 0, 0] := by
  -- the two creators as explicit matrices
  have s1 : star (!![0, 0, 1, 0; 0, 0, 0, 1; 0, 0, 0, 0; 0, 0, 0, 0] :
      Matrix (Fin 4) (Fin 4) ℂ) = !![0, 0, 0, 0; 0, 0, 0, 0; 1, 0, 0, 0; 0, 1, 0, 0] := by
    ext i j
    fin_cases i <;> fin_cases j <;> simp
  have s2 : star (!![0, 1, 0, 0; 0, 0, 0, 0; 0, 0, 0, -1; 0, 0, 0, 0] :
      Matrix (Fin 4) (Fin 4) ℂ) = !![0, 0, 0, 0; 1, 0, 0, 0; 0, 0, 0, 0; 0, 0, -1, 0] := by
    ext i j
    fin_cases i <;> fin_cases j <;> simp
  constructor <;> ext i j <;> fin_cases i <;> fin_cases j <;>
    simp [s1, s2, Matrix.mul_apply, Fin.sum_univ_four]

end

end TwoModePairing
```

```lean
#print axioms TwoModePairing.pairingH_diagonal
#print axioms TwoModePairing.exists_diagonal
#print axioms TwoModePairing.lowers_energy_iff
#print axioms TwoModePairing.paired_state
```

```
'TwoModePairing.pairingH_diagonal' depends on axioms: [propext, Classical.choice, Quot.sound]
'TwoModePairing.exists_diagonal' depends on axioms: [propext, Classical.choice, Quot.sound]
'TwoModePairing.lowers_energy_iff' depends on axioms: [propext, Classical.choice, Quot.sound]
'TwoModePairing.paired_state' depends on axioms: [propext, Classical.choice, Quot.sound]
```

## How the proof follows the algebra

In `pairingH_diagonal`, the step `number` is the normal ordering above: `simp only` expands the products, `rw` reorders them by the anticommutation relations, and `module` compares coefficients. `IsCARPair.creators` supplies the adjoint relation for $c_1,c_2$. `exists_diagonal` takes $2t$ to be the argument of the complex number $x+iD$.

`commutator_a1` and `commutator_c2` treat each term of $H$ separately; `linear_combination` names the relations to multiply from the left or right, and `noncomm_ring` checks the remaining identity. In `lowers_energy_iff`, `key` is the formula with $p$ and $q$, and `indep` is the linear independence of $a_1$ and $c_2$.

`gamma_mul_pairOp` proves $\gamma_iB=uBa_i$, which `paired_state` combines with the diagonal form; its step `hp` is $a_2a_1c_1c_2\psi=\psi$. Finally, `isCARPair_witness` checks explicit $4\times4$ matrices entry by entry, so the relations do have a concrete model.
